# Majorana covariance matrices are real and antisymmetric, with singular values at most 1

A real antisymmetric matrix put forward as the covariance matrix of fermions, say one estimated from noisy data, can give a mode a negative occupation, and its antisymmetry gives no warning. For Majorana operators c_a, normalised to c_a² = 1, in a state w, the matrix M(a,b) = (i/2) w([c_a, c_b]) is real and antisymmetric, and 1 + iM, 1 − iM and 1 − MᵀM are positive semidefinite. The positivity rules out negative occupations.

```lean
import Mathlib

open Matrix
open scoped ComplexOrder

namespace MajoranaCovariance

noncomputable section

variable {A : Type*} [Ring A] [StarRing A] [Algebra ℂ A] [StarModule ℂ A]
variable {n : Type*} [Fintype n] [DecidableEq n]

/-- A state: a linear functional on the operator algebra that is normalised and nonnegative on every
`x* x`. -/
structure IsState (w : A →ₗ[ℂ] ℂ) : Prop where
  pos : ∀ x, 0 ≤ w (star x * x)
  one : w 1 = 1

/-- Majorana operators: self-adjoint, with `c_a c_b + c_b c_a = 2 δ_ab`. -/
structure IsMajorana (c : n → A) : Prop where
  selfAdjoint : ∀ a, star (c a) = c a
  anticomm : ∀ a b, c a * c b + c b * c a = if a = b then 2 else 0

/-- The covariance matrix `M(a,b) = (i/2) w([c_a, c_b])`. -/
def covariance (w : A →ₗ[ℂ] ℂ) (c : n → A) : Matrix n n ℂ :=
  Matrix.of fun a b => Complex.I / 2 * w (c a * c b - c b * c a)

/-- The mode operator `∑ x_a c_a` with complex amplitudes `x_a`. -/
def mode (c : n → A) (x : n → ℂ) : A := ∑ a, x a • c a

/-- In a state, the expectation value of an adjoint is the complex conjugate of the
expectation value. -/
theorem IsState.map_star {w : A →ₗ[ℂ] ℂ} (hw : IsState w) (x : A) :
    w (star x) = star (w x) := by
  -- positivity on `1 + y` and on `y` makes `w y + w y*` real
  have key : ∀ y : A, (w y + w (star y)).im = 0 := by
    intro y
    have h1 := (Complex.nonneg_iff.mp (hw.pos (1 + y))).2
    have h2 := (Complex.nonneg_iff.mp (hw.pos y)).2
    have e : star (1 + y) * (1 + y) = 1 + (y + star y) + star y * y := by
      rw [star_add, star_one]
      noncomm_ring
    rw [e, map_add, map_add, map_add, hw.one] at h1
    simp only [Complex.add_im, Complex.one_im] at h1 ⊢
    linarith
  -- use this for `x` and for `i x`
  have h1 := key x
  have h2 := key (Complex.I • x)
  rw [star_smul, map_smul, map_smul] at h2
  simp only [smul_eq_mul, Complex.star_def, Complex.conj_I, Complex.add_im, Complex.mul_im,
    Complex.neg_re, Complex.neg_im, Complex.I_re, Complex.I_im] at h1 h2
  apply Complex.ext
  · simp only [Complex.star_def, Complex.conj_re]
    linarith
  · simp only [Complex.star_def, Complex.conj_im]
    linarith

omit [StarModule ℂ A] [Fintype n] in
/-- The two-point function of Majorana operators in a state is
`w(c_a c_b) = δ_ab - i M(a,b)`. -/
theorem two_point {w : A →ₗ[ℂ] ℂ} {c : n → A} (hw : IsState w) (hc : IsMajorana c)
    (a b : n) : w (c a * c b) = (1 - Complex.I • covariance w c) a b := by
  have two : w 2 = 2 := by
    have e : (2 : A) = 1 + 1 := one_add_one_eq_two.symm
    rw [e, map_add, hw.one]
    norm_num
  have h : w (c a * c b) + w (c b * c a) = 2 * (1 : Matrix n n ℂ) a b := by
    rw [← map_add, hc.anticomm, Matrix.one_apply]
    split_ifs
    · rw [two, mul_one]
    · rw [map_zero, mul_zero]
  simp only [Matrix.sub_apply, Matrix.smul_apply, covariance, Matrix.of_apply, map_sub,
    smul_eq_mul]
  linear_combination h / 2 + (w (c a * c b) - w (c b * c a)) / 2 * Complex.I_sq

/-- For Majorana operators in a state, the expectation value of `X* X` for a mode
`X = ∑ x_a c_a` is the quadratic form of `1 - iM` at `x`. -/
theorem mode_expectation {w : A →ₗ[ℂ] ℂ} {c : n → A} (hw : IsState w)
    (hc : IsMajorana c) (x : n → ℂ) :
    w (star (mode c x) * mode c x)
      = star x ⬝ᵥ (1 - Complex.I • covariance w c) *ᵥ x := by
  rw [mode, star_sum, Finset.sum_mul_sum, map_sum]
  simp only [dotProduct, Matrix.mulVec]
  refine Finset.sum_congr rfl fun a _ => ?_
  rw [map_sum, Finset.mul_sum]
  refine Finset.sum_congr rfl fun b _ => ?_
  rw [star_smul, hc.selfAdjoint, smul_mul_assoc, mul_smul_comm, map_smul, map_smul,
    two_point hw hc]
  simp only [smul_eq_mul, Pi.star_apply]
  ring

omit [Fintype n] [DecidableEq n] in
/-- A matrix is positive semidefinite if its double is. -/
theorem posSemidef_of_double {B : Matrix n n ℂ} (h : (B + B).PosSemidef) :
    B.PosSemidef := by
  have half : (0 : ℂ) ≤ 1 / 2 := by
    rw [Complex.nonneg_iff]
    norm_num
  have e : (1 / 2 : ℂ) • (B + B) = B := by module
  have h' := h.smul half
  rwa [e] at h'

/-- For a Hermitian matrix `H`, both `1 + H` and `1 - H` are positive semidefinite
exactly when `1 - H²` is. -/
theorem posSemidef_pair_iff {H : Matrix n n ℂ} (hH : H.IsHermitian) :
    ((1 + H).PosSemidef ∧ (1 - H).PosSemidef) ↔ (1 - H * H).PosSemidef := by
  have hp : (1 + H)ᴴ = 1 + H := by
    rw [Matrix.conjTranspose_add, Matrix.conjTranspose_one, hH.eq]
  have hm : (1 - H)ᴴ = 1 - H := by
    rw [Matrix.conjTranspose_sub, Matrix.conjTranspose_one, hH.eq]
  constructor
  · rintro ⟨h1, h2⟩
    -- 2(1 - H²) = (1-H)(1+H)(1-H) + (1+H)(1-H)(1+H)
    have k1 := h1.conjTranspose_mul_mul_same (1 - H)
    have k2 := h2.conjTranspose_mul_mul_same (1 + H)
    rw [hm] at k1
    rw [hp] at k2
    have e : (1 - H * H) + (1 - H * H)
        = (1 - H) * (1 + H) * (1 - H) + (1 + H) * (1 - H) * (1 + H) := by
      noncomm_ring
    apply posSemidef_of_double
    rw [e]
    exact k1.add k2
  · intro h
    -- 2(1 ± H) = (1 ± H)² + (1 - H²)
    have k1 := Matrix.posSemidef_conjTranspose_mul_self (1 + H)
    have k2 := Matrix.posSemidef_conjTranspose_mul_self (1 - H)
    rw [hp] at k1
    rw [hm] at k2
    have e1 : (1 + H) + (1 + H) = (1 + H) * (1 + H) + (1 - H * H) := by noncomm_ring
    have e2 : (1 - H) + (1 - H) = (1 - H) * (1 - H) + (1 - H * H) := by noncomm_ring
    constructor
    · apply posSemidef_of_double
      rw [e1]
      exact k1.add h
    · apply posSemidef_of_double
      rw [e2]
      exact k2.add h

/-- For Majorana operators in a state, the covariance matrix `M` is real and
antisymmetric, and `1 + iM`, `1 - iM` and `1 - Mᵀ M` are positive semidefinite. -/
theorem covariance_bounds {w : A →ₗ[ℂ] ℂ} {c : n → A} (hw : IsState w)
    (hc : IsMajorana c) :
    (∀ a b, (covariance w c a b).im = 0) ∧
    (covariance w c)ᵀ = -covariance w c ∧
    (1 + Complex.I • covariance w c).PosSemidef ∧
    (1 - Complex.I • covariance w c).PosSemidef ∧
    (1 - (covariance w c)ᵀ * covariance w c).PosSemidef := by
  have real : ∀ a b, (covariance w c a b).im = 0 := by
    intro a b
    have h : w (c b * c a) = star (w (c a * c b)) := by
      rw [← hw.map_star, star_mul, hc.selfAdjoint, hc.selfAdjoint]
    simp [covariance, h, Complex.mul_im]
  have anti : (covariance w c)ᵀ = -covariance w c := by
    ext a b
    simp only [covariance, Matrix.transpose_apply, Matrix.neg_apply, Matrix.of_apply, map_sub]
    ring
  have herm : (Complex.I • covariance w c).IsHermitian := by
    ext a b
    have h1 : star (covariance w c b a) = covariance w c b a :=
      Complex.conj_eq_iff_im.mpr (real b a)
    have h2 : covariance w c b a = -covariance w c a b := congrFun (congrFun anti a) b
    rw [Matrix.conjTranspose_apply, Matrix.smul_apply, Matrix.smul_apply, smul_eq_mul,
      smul_eq_mul, star_mul', h1, h2, Complex.star_def, Complex.conj_I]
    ring
  -- `1 - iM` is the Gram matrix of the Majorana operators
  have minus : (1 - Complex.I • covariance w c).PosSemidef := by
    refine Matrix.PosSemidef.of_dotProduct_mulVec_nonneg (Matrix.isHermitian_one.sub herm) ?_
    intro x
    rw [← mode_expectation hw hc]
    exact hw.pos _
  have plus : (1 + Complex.I • covariance w c).PosSemidef := by
    have h := minus.transpose
    rwa [Matrix.transpose_sub, Matrix.transpose_one, Matrix.transpose_smul, anti, smul_neg,
      sub_neg_eq_add] at h
  refine ⟨real, anti, plus, minus, ?_⟩
  have sq : (Complex.I • covariance w c) * (Complex.I • covariance w c)
      = (covariance w c)ᵀ * covariance w c := by
    rw [anti, Matrix.smul_mul, Matrix.mul_smul, smul_smul, Complex.I_mul_I, neg_one_smul,
      Matrix.neg_mul]
  rw [← sq]
  exact (posSemidef_pair_iff herm).mp ⟨plus, minus⟩

/-- For Majorana operators in a state, a mode `X = ∑ x_a c_a` has `w(X* X) = 0`
exactly when `iM x = x`. -/
theorem mode_empty_iff {w : A →ₗ[ℂ] ℂ} {c : n → A} (hw : IsState w)
    (hc : IsMajorana c) (x : n → ℂ) :
    w (star (mode c x) * mode c x) = 0 ↔ (Complex.I • covariance w c) *ᵥ x = x := by
  obtain ⟨-, -, -, minus, -⟩ := covariance_bounds hw hc
  rw [mode_expectation hw hc, minus.dotProduct_mulVec_zero_iff, Matrix.sub_mulVec,
    Matrix.one_mulVec, sub_eq_zero, eq_comm]

/-- The Pauli matrices `σ_x` and `σ_y`. -/
def pauli : Fin 2 → Matrix (Fin 2) (Fin 2) ℂ :=
  ![!![0, 1; 1, 0], !![0, -Complex.I; Complex.I, 0]]

/-- The expectation value in the spin-up state, the upper left matrix entry. -/
def spinUp : Matrix (Fin 2) (Fin 2) ℂ →ₗ[ℂ] ℂ where
  toFun X := X 0 0
  map_add' _ _ := rfl
  map_smul' _ _ := rfl

/-- Spin up is a state, `σ_x` and `σ_y` are Majorana operators, and their covariance
matrix has rows `(0, -1)` and `(1, 0)`, so that `Mᵀ M = 1`. -/
theorem covariance_witness :
    IsState spinUp ∧ IsMajorana pauli ∧ covariance spinUp pauli = !![0, -1; 1, 0] ∧
    (covariance spinUp pauli)ᵀ * covariance spinUp pauli = 1 := by
  have two : (2 : Matrix (Fin 2) (Fin 2) ℂ) = !![2, 0; 0, 2] :=
    one_add_one_eq_two.symm.trans (by
      rw [Matrix.one_fin_two]
      ext i j
      fin_cases i <;> fin_cases j <;> norm_num)
  have up : ∀ X, spinUp X = X 0 0 := fun _ => rfl
  have cov : covariance spinUp pauli = !![0, -1; 1, 0] := by
    ext a b
    fin_cases a <;> fin_cases b <;>
      simp [covariance, up, pauli, Matrix.mul_apply, Fin.sum_univ_succ] <;>
      ring_nf <;> simp [Complex.I_sq]
  refine ⟨⟨fun X => ?_, ?_⟩, ⟨fun a => ?_, fun a b => ?_⟩, cov, ?_⟩
  · change 0 ≤ (star X * X) 0 0
    rw [Matrix.star_eq_conjTranspose, Matrix.mul_apply]
    exact Finset.sum_nonneg fun k _ => star_mul_self_nonneg (X k 0)
  · change (1 : Matrix (Fin 2) (Fin 2) ℂ) 0 0 = 1
    exact Matrix.one_apply_eq 0
  · ext i j
    fin_cases a <;> fin_cases i <;> fin_cases j <;>
      simp [pauli]
  · ext i j
    fin_cases a <;> fin_cases b <;> fin_cases i <;> fin_cases j <;>
      norm_num [pauli, two, Matrix.mul_apply, Fin.sum_univ_succ]
  · rw [cov]
    ext i j
    fin_cases i <;> fin_cases j <;> simp [Matrix.mul_apply, Fin.sum_univ_succ]

end

end MajoranaCovariance
```

```lean
#print axioms MajoranaCovariance.covariance_bounds
#print axioms MajoranaCovariance.mode_empty_iff
```

```
'MajoranaCovariance.covariance_bounds' depends on axioms: [propext, Classical.choice, Quot.sound]
'MajoranaCovariance.mode_empty_iff' depends on axioms: [propext, Classical.choice, Quot.sound]
```

## States, Majorana operators and the matrix M

The operators form a complex algebra `A` with a unit and an adjoint, written `star` in the code and * here. No Hilbert space is chosen, and `A` may be infinite-dimensional. A state is a linear map `w` from `A` to the complex numbers with w(1) = 1 and w(x*x) ≥ 0 for every x (`IsState`). The inequality between complex numbers means that the left side is real and nonnegative. Pure and mixed states are both included, and neither a fixed particle number nor a definite parity is required.

The Majorana operators are a family `c` with a finite index set `n`. `IsMajorana` requires

c_a* = c_a,  c_a c_b + c_b c_a = 2δ_ab.

These are the canonical anticommutation relations of fermions in terms of self-adjoint operators. An annihilation operator f gives the pair f + f* and −i(f − f*). The factor 2 fixes the convention c_a² = 1, and with it the value 1 in the bounds. The number of operators may be odd.

`covariance w c` is the matrix M, defined with complex entries, so its reality has to be proved. The main theorem, `covariance_bounds`, makes five statements: every entry has zero imaginary part, Mᵀ = −M, and the three matrices above are positive semidefinite. In Lean, `PosSemidef` includes being Hermitian.

These are necessary conditions on the two-point function. The theorem does not construct a state for a given M. For a finite set of modes, the conditions give a consistency check on covariance matrices in Bogoliubov mean-field theory or in simulations of fermionic Gaussian states.

## Why M is real and antisymmetric

The definition of a state does not say that w(x*) is the complex conjugate of w(x). `IsState.map_star` derives it. For any y,

(1 + y)*(1 + y) = 1 + y + y* + y*y.

The expectation values of the left side, of 1 and of y*y are real, hence w(y) + w(y*) is real. With y = x this gives Im w(x*) = −Im w(x). With y = ix, whose adjoint is −ix*, it says that i(w(x) − w(x*)) is real, which means Re w(x*) = Re w(x). Together these give the claim.

Since the c_a are self-adjoint, (c_a c_b)* = c_b c_a, and therefore w(c_b c_a) is the conjugate of w(c_a c_b). The commutator then has expectation value 2i Im w(c_a c_b), and

M(a,b) = (i/2) · 2i Im w(c_a c_b) = −Im w(c_a c_b),

which is real. Exchanging a and b reverses the commutator, which gives Mᵀ = −M. These are the steps `real` and `anti` in the main proof. They make iM Hermitian (`herm`), because the conjugate of iM(b,a) is −iM(b,a) = iM(a,b).

## Positivity of 1 − iM and 1 + iM

A product is half its anticommutator plus half its commutator. The anticommutator contributes δ_ab, and the definition of M gives w([c_a, c_b]) = −2iM(a,b). Hence

w(c_a c_b) = δ_ab − iM(a,b),

which is `two_point`. Its proof takes the expectation value of the anticommutation relation and finishes with `linear_combination`, using i² = −1.

Now take a mode X = Σ_a x_a c_a with complex amplitudes x_a (`mode`). Expanding the product gives

w(X*X) = Σ_ab x̄_a x_b w(c_a c_b) = x†(1 − iM)x,

where x̄_a is the complex conjugate of x_a and x† the conjugate row vector. This is `mode_expectation`, which expands the double sum and applies `two_point` term by term. The left side is nonnegative because w is a state, and x was arbitrary, so 1 − iM is positive semidefinite. Transposition preserves positive semidefiniteness, and by antisymmetry

(1 − iM)ᵀ = 1 + iM.

The amplitudes are not normalised. X is a fermionic annihilation operator when Σ_a |x_a|² = 1/2 and Σ_a x_a² = 0, and w(X*X) is then the occupation of that mode.

`mode_empty_iff` describes the case of equality: w(X*X) = 0 exactly when iMx = x. A positive semidefinite matrix has x†(1 − iM)x = 0 only if (1 − iM)x = 0, and the converse is immediate.

## From two linear bounds to one quadratic bound

Write H = iM. The last statement follows from a fact about any Hermitian matrix H, `posSemidef_pair_iff`: 1 + H and 1 − H are both positive semidefinite exactly when 1 − H² is. In terms of eigenvalues, both sides say that the spectrum of H lies between −1 and 1. The proof uses matrix identities and needs no diagonalisation.

In one direction,

2(1 − H²) = (1 − H)(1 + H)(1 − H) + (1 + H)(1 − H)(1 + H).

All factors commute, so the right side is (1 − H²)[(1 − H) + (1 + H)], which equals the left. Each summand has the form BPB with B Hermitian and P positive semidefinite, and is therefore positive semidefinite. In the other direction,

2(1 ± H) = (1 ± H)² + (1 − H²),

where the square of a Hermitian matrix is positive semidefinite and the second term is so by assumption. `noncomm_ring` verifies the identities, and `posSemidef_of_double` removes the factor 2.

For H = iM, antisymmetry gives

H² = −M² = MᵀM.

The pair of bounds on 1 ± iM therefore yields the bound on 1 − MᵀM. Since M is real, its transpose is also its adjoint, and the singular values of M are at most 1.

## One and two Majorana operators

A single Majorana operator commutes with itself, so M = 0 and all three matrices equal 1. The first case with content has two operators, c_0 and c_1, which together describe one fermionic mode. With m = M(0,1),

M = [[0, m], [−m, 0]],  MᵀM = m² · 1,

and the bound reads |m| ≤ 1. The annihilation operator f = (c_0 + i c_1)/2 satisfies

f*f = (1 + i c_0 c_1)/2.

Since c_0 and c_1 anticommute, (i/2)[c_0, c_1] = i c_0 c_1, and the occupation is

N = w(f*f) = (1 + m)/2.

The bound is then 0 ≤ N ≤ 1, the Pauli principle for one mode. This formula for N is worked out here by hand and has no theorem of its own in the file.

`covariance_witness` supplies a concrete instance. The Pauli matrices σ_x and σ_y serve as c_0 and c_1, and `spinUp` reads off the upper left entry of a matrix, which is the expectation value in the spin-up state. Because [σ_x, σ_y] = 2iσ_z and σ_z has the value 1 in that state,

M(0,1) = (i/2) · 2i = −1.

Lean verifies the state conditions, the Majorana relations and M = [[0, −1], [1, 0]], mostly entry by entry. Here MᵀM = 1, so the quadratic bound is attained. The mode f is empty: its amplitudes x = (1/2, i/2) satisfy iMx = x, as `mode_empty_iff` requires.
